# Two-sided bounds on a thermal second moment from the imaginary-time correlator of a finite system

Let \(H\) be a Hamiltonian with finitely many levels \(E_m\), \(\rho\) its Gibbs state at inverse temperature \(\beta>0\), with weights \(p_m\), and \(A\) a Hermitian observable with matrix elements \(A_{mk}\) in the energy eigenbasis. Define

\[
D=\int_0^\beta \sum_{m,k}p_m|A_{mk}|^2e^{\tau(E_m-E_k)}\,d\tau .
\]

Then

\[
\frac D\beta\;\le\;\mathrm{Tr}(\rho A^2)\;\le\;\frac D\beta+\frac{\beta}{12}\,\mathrm{Tr}\big(\rho[A,[H,A]]\big),
\]

and the first inequality is an equality exactly when \([H,A]=0\).

## Equal-time fluctuations and static response

At fixed temperature, the linear response of \(\mathrm{Tr}(\rho A)\) to a static field \(h\) that changes \(H\) to \(H-hA\) is the correlator \(\mathrm{Tr}(\rho\,e^{\tau H}Ae^{-\tau H}A)\), integrated over imaginary time \(\tau\) from \(0\) to \(\beta\), minus \(\beta\,\mathrm{Tr}(\rho A)^2\). Repeated measurements of \(A\) in equilibrium give \(\mathrm{Tr}(\rho A^2)\) as the average of the squared outcomes. Classically the average of the correlator over \([0,\beta]\) equals this second moment. For finitely many quantum levels, \(\beta/12\) times the thermal mean of the double commutator bounds the error made by exchanging the two. Taking matrix elements in the eigenbasis turns the correlator into the Lehmann sum in \(D\).

## Energies, weights and traces in Lean

The levels are a function `E : ι → ℝ` on a finite index type; degeneracies are allowed. `ham E` and `rho E β` are diagonal complex matrices, `gibbs E β m` is \(p_m\), and `comm` is the commutator. The hypotheses are `0 < β` and `A.IsHermitian`. The traces are matrix traces, and `.re` takes their real part, which loses nothing for Hermitian \(A\).

`duhamel E β A` is \(D\), defined by the Lehmann sum and not by matrix exponentials. The textbook Duhamel function usually includes the factor \(1/\beta\), which here stands in the theorems. Interacting Hamiltonians are included once diagonalised; systems with infinitely many levels are not covered.

## One pair of levels at a time

Put \(d=E_m-E_k\), so \(p_k=p_me^{\beta d}\), and combine the two transitions between \(m\) and \(k\):

\[
W_{mk}=p_m\int_0^\beta e^{\tau d}d\tau+p_k\int_0^\beta e^{-\tau d}d\tau,\qquad W_{mk}\,d=2(p_k-p_m).
\]

For \(x>0\), two elementary inequalities hold:

\[
2(e^x-1)<x(1+e^x),\qquad 6x(1+e^x)<(12+x^2)(e^x-1).
\]

The first says that \(g=e^x(x-2)+x+2\) is positive. Here \(g(0)=g'(0)=0\) and \(g''=xe^x>0\). The second concerns \(f=e^x(x^2-6x+12)-x^2-6x-12\), with \(f(0)=f'(0)=f''(0)=0\) and \(f'''=x^2e^x>0\).

For \(d>0\), set \(x=\beta d\), multiply by \(p_m\) and divide by \(d\) or \(6d\):

\[
W_{mk}<\beta(p_m+p_k)<W_{mk}+\tfrac{\beta^2}{6}d(p_k-p_m).
\]

Exchanging \(m\) and \(k\) covers \(d<0\). At \(d=0\) all three expressions are equal.

Since \(|A_{mk}|=|A_{km}|\), symmetrising the double sums gives

\[
2D=\sum_{m,k}|A_{mk}|^2W_{mk},\qquad 2\,\mathrm{Tr}(\rho A^2)=\sum_{m,k}|A_{mk}|^2(p_m+p_k),
\]
\[
\mathrm{Tr}(\rho[A,[H,A]])=\sum_{m,k}|A_{mk}|^2(E_m-E_k)(p_k-p_m).
\]

Weighting the pair bounds by \(|A_{mk}|^2\), summing and dividing by \(2\beta\) proves both inequalities.

If some \(A_{mk}\ne0\) connects different energies, the first inequality is strict. Equality therefore forces \([H,A]_{mk}=(E_m-E_k)A_{mk}=0\) throughout. Conversely, if \([H,A]=0\), the correction vanishes and the two bounds coincide.

## A two-level system with \(\beta\Delta=2\)

For gap \(\Delta\) and \(A=\sigma_x\) in the energy eigenbasis, \(A^2=1\) and \(D/\beta=2\tanh(\beta\Delta/2)/(\beta\Delta)\). The correction is \(\beta\Delta\tanh(\beta\Delta/2)/6\). At \(\beta\Delta=2\) the bounds read \(0.762\le1\le1.015\). At low temperature the upper bound is loose: the correction grows like \(\beta\Delta/6\), while the true difference \(1-D/\beta\) stays below \(1\).

## Variance and susceptibility

Applying the argument to \(A-\langle A\rangle\), with \(\langle A\rangle=\mathrm{Tr}(\rho A)\), leaves the commutators unchanged. It bounds the variance of \(A\) between \(\chi/\beta\) and \(\chi/\beta\) plus the same correction, where \(\chi=D-\beta\langle A\rangle^2\) is the isothermal static susceptibility.

## The complete Lean source

```lean
import Mathlib

open Matrix

namespace DuhamelSumRule

noncomputable section

variable {ι : Type*}

private theorem herm_sq {A : Matrix ι ι ℂ} (hA : A.IsHermitian) (m k : ι) :
    A m k * A k m = ((‖A m k‖ ^ 2 : ℝ) : ℂ) := by
  rw [← hA.apply k m, Complex.star_def, Complex.mul_conj, Complex.normSq_eq_norm_sq]

variable [Fintype ι]

/-- The Gibbs weight of level `n` at inverse temperature `β`, for a nonempty set of levels. -/
def gibbs (E : ι → ℝ) (β : ℝ) (n : ι) : ℝ :=
  Real.exp (-β * E n) / ∑ k, Real.exp (-β * E k)

/-- The commutator of two matrices. -/
def comm (X Y : Matrix ι ι ℂ) : Matrix ι ι ℂ := X * Y - Y * X

/-- The Lehmann sum of the autocorrelation of `A`, integrated over imaginary time. -/
def duhamel (E : ι → ℝ) (β : ℝ) (A : Matrix ι ι ℂ) : ℝ :=
  ∫ τ in (0 : ℝ)..β, ∑ m, ∑ k, gibbs E β m * ‖A m k‖ ^ 2 * Real.exp (τ * (E m - E k))

/-- The imaginary-time integral of a single Lehmann exponential. -/
def tauInt (β d : ℝ) : ℝ := ∫ τ in (0 : ℝ)..β, Real.exp (τ * d)

/-- The integrated Lehmann weight of the transitions `m → k` and `k → m` together. -/
def pairWeight (E : ι → ℝ) (β : ℝ) (m k : ι) : ℝ :=
  gibbs E β m * tauInt β (E m - E k) + gibbs E β k * tauInt β (E k - E m)

private theorem pos_step (a b c u v w : ℝ) (h0 : c + w = 0)
    (h : ∀ y > 0, 0 < Real.exp y * (a * y ^ 2 + (b + 2 * a) * y + (b + c)) + (2 * u * y + v)) :
    ∀ x > 0, 0 < Real.exp x * (a * x ^ 2 + b * x + c) + (u * x ^ 2 + v * x + w) := by
  have hq : ∀ a b c y : ℝ, HasDerivAt (fun x : ℝ => a * x ^ 2 + b * x + c) (2 * a * y + b) y := by
    intro a b c y
    have h := ((((hasDerivAt_id' y).fun_pow 2).const_mul a).fun_add
      ((hasDerivAt_id' y).const_mul b)).add_const c
    exact h.congr_deriv (by norm_num; ring)
  have hd := fun y : ℝ => ((Real.hasDerivAt_exp y).fun_mul (hq a b c y)).fun_add (hq u v w y)
  intro x hx
  have hm := strictMonoOn_of_deriv_pos (convex_Ici (0 : ℝ))
    (fun y _ => (hd y).continuousAt.continuousWithinAt) (fun y hy => by
      rw [interior_Ici] at hy
      rw [(hd y).deriv]
      linarith [h y hy])
  have h1 := hm (Set.mem_Ici.2 le_rfl) (Set.mem_Ici.2 (le_of_lt hx)) hx
  simp only [Real.exp_zero] at h1
  linarith

/-- Two strict inequalities for the exponential `exp x` of a positive number `x`. -/
theorem boltzmann_bounds {x : ℝ} (hx : 0 < x) :
    2 * (Real.exp x - 1) < x * (1 + Real.exp x) ∧
    6 * x * (1 + Real.exp x) < (12 + x ^ 2) * (Real.exp x - 1) := by
  -- each function vanishes at zero and has a positive derivative
  have g1 := pos_step 0 1 (-1) 0 0 1 (by norm_num)
    (fun y hy => by linarith [mul_pos (Real.exp_pos y) hy])
  have g0 := pos_step 0 1 (-2) 0 1 2 (by norm_num) (fun y hy => by linarith [g1 y hy]) x hx
  have f2 := pos_step 1 (-2) 2 0 0 (-2) (by norm_num)
    (fun y hy => by linarith [mul_pos (Real.exp_pos y) (pow_pos hy 2)])
  have f1 := pos_step 1 (-4) 6 0 (-2) (-6) (by norm_num) (fun y hy => by linarith [f2 y hy])
  have f0 := pos_step 1 (-6) 12 (-1) (-6) (-12) (by norm_num)
    (fun y hy => by linarith [f1 y hy]) x hx
  constructor <;> linarith

/-- The integrated Lehmann exponential times its energy difference `d` is `exp (β * d) - 1`. -/
theorem tauInt_mul (β d : ℝ) : tauInt β d * d = Real.exp (β * d) - 1 := by
  rw [tauInt, ← intervalIntegral.integral_mul_const,
    intervalIntegral.integral_eq_sub_of_hasDerivAt (f := fun t => Real.exp (t * d))
      (fun t _ => ((hasDerivAt_id' t).mul_const d).exp.congr_deriv (by ring))
      (Continuous.intervalIntegrable (by fun_prop) _ _)]
  simp

/-- At positive `β`, the integrated weight of a pair of levels is bounded on both sides;
the upper bound is strict for levels of different energy. -/
theorem pair_bounds (E : ι → ℝ) {β : ℝ} (hβ : 0 < β) (m k : ι) :
    pairWeight E β m k ≤ β * (gibbs E β m + gibbs E β k) ∧
    β * (gibbs E β m + gibbs E β k) ≤ pairWeight E β m k +
      β ^ 2 / 6 * ((E m - E k) * (gibbs E β k - gibbs E β m)) ∧
    (E m ≠ E k → pairWeight E β m k < β * (gibbs E β m + gibbs E β k)) := by
  have ratio : ∀ m k, gibbs E β k = gibbs E β m * Real.exp (β * (E m - E k)) := by
    intro m k
    unfold gibbs
    rw [div_mul_eq_mul_div, ← Real.exp_add]
    congr 2
    ring
  have key : ∀ m k, E k < E m → pairWeight E β m k < β * (gibbs E β m + gibbs E β k) ∧
      β * (gibbs E β m + gibbs E β k) < pairWeight E β m k +
        β ^ 2 / 6 * ((E m - E k) * (gibbs E β k - gibbs E β m)) := by
    intro m k h
    have hd : 0 < E m - E k := sub_pos.2 h
    have hP : 0 < gibbs E β m :=
      div_pos (Real.exp_pos _) (Finset.sum_pos (fun _ _ => Real.exp_pos _) ⟨m, Finset.mem_univ m⟩)
    have hW : pairWeight E β m k * (E m - E k) = 2 * (gibbs E β k - gibbs E β m) := by
      unfold pairWeight
      linear_combination gibbs E β m * tauInt_mul β (E m - E k)
        - gibbs E β k * tauInt_mul β (E k - E m) - ratio m k + ratio k m
    obtain ⟨s1, s2⟩ := boltzmann_bounds (mul_pos hβ hd)
    have k1 : 2 * (gibbs E β k - gibbs E β m)
        < β * (E m - E k) * (gibbs E β m + gibbs E β k) := by
      rw [ratio m k]
      linarith [mul_lt_mul_of_pos_left s1 hP]
    have k2 : 6 * (β * (E m - E k)) * (gibbs E β m + gibbs E β k)
        < (12 + (β * (E m - E k)) ^ 2) * (gibbs E β k - gibbs E β m) := by
      rw [ratio m k]
      linarith [mul_lt_mul_of_pos_left s2 hP]
    constructor <;> refine lt_of_mul_lt_mul_right ?_ hd.le <;> linarith
  rcases lt_trichotomy (E k) (E m) with h | h | h
  · exact ⟨(key m k h).1.le, (key m k h).2.le, fun _ => (key m k h).1⟩
  · have h0 : pairWeight E β m k = β * (gibbs E β m + gibbs E β k) := by
      simp only [pairWeight, h, sub_self, tauInt, mul_zero, Real.exp_zero,
        intervalIntegral.integral_const, sub_zero, smul_eq_mul, mul_one]
      ring
    exact ⟨h0.le, by rw [h0, h]; simp, fun hn => absurd h.symm hn⟩
  · have hs : pairWeight E β k m = pairWeight E β m k := add_comm _ _
    obtain ⟨h1, h2⟩ := key k m h
    rw [hs] at h1 h2
    exact ⟨by linarith, by linarith, fun _ => by linarith⟩

private theorem symm_sum {A : Matrix ι ι ℂ} (hA : A.IsHermitian) (F : ι → ι → ℝ) :
    2 * ∑ m, ∑ k, ‖A m k‖ ^ 2 * F m k = ∑ m, ∑ k, ‖A m k‖ ^ 2 * (F m k + F k m) := by
  have h : ∑ m, ∑ k, ‖A m k‖ ^ 2 * F k m = ∑ m, ∑ k, ‖A m k‖ ^ 2 * F m k := by
    rw [Finset.sum_comm]
    refine Finset.sum_congr rfl fun m _ => Finset.sum_congr rfl fun k _ => ?_
    rw [← hA.apply k m, norm_star]
  simp only [mul_add, Finset.sum_add_distrib]
  rw [h]
  ring

private theorem duhamel_pairs (E : ι → ℝ) (β : ℝ) {A : Matrix ι ι ℂ} (hA : A.IsHermitian) :
    2 * duhamel E β A = ∑ m, ∑ k, ‖A m k‖ ^ 2 * pairWeight E β m k := by
  have h : duhamel E β A
      = ∑ m, ∑ k, ‖A m k‖ ^ 2 * (gibbs E β m * tauInt β (E m - E k)) := by
    unfold duhamel tauInt
    rw [intervalIntegral.integral_finsetSum
      (fun m _ => Continuous.intervalIntegrable (by fun_prop) _ _)]
    refine Finset.sum_congr rfl fun m _ => ?_
    rw [intervalIntegral.integral_finsetSum
      (fun k _ => Continuous.intervalIntegrable (by fun_prop) _ _)]
    refine Finset.sum_congr rfl fun k _ => ?_
    rw [intervalIntegral.integral_const_mul]
    ring
  rw [h]
  exact symm_sum hA fun m k => gibbs E β m * tauInt β (E m - E k)

variable [DecidableEq ι]

/-- The Hamiltonian in its energy eigenbasis. -/
def ham (E : ι → ℝ) : Matrix ι ι ℂ := diagonal fun n => (E n : ℂ)

/-- The Gibbs density matrix, for a nonempty set of levels. -/
def rho (E : ι → ℝ) (β : ℝ) : Matrix ι ι ℂ := diagonal fun n => (gibbs E β n : ℂ)

private theorem trace_rho (E : ι → ℝ) (β : ℝ) (X : Matrix ι ι ℂ) :
    trace (rho E β * X) = ∑ m, (gibbs E β m : ℂ) * X m m := by
  simp [trace, rho, diagonal_mul]

private theorem comm_apply (E : ι → ℝ) (A : Matrix ι ι ℂ) (m k : ι) :
    comm (ham E) A m k = ((E m : ℂ) - E k) * A m k := by
  rw [comm, ham, Matrix.sub_apply, diagonal_mul, mul_diagonal]
  ring

private theorem moment_pairs (E : ι → ℝ) (β : ℝ) {A : Matrix ι ι ℂ} (hA : A.IsHermitian) :
    2 * (trace (rho E β * (A * A))).re
      = ∑ m, ∑ k, ‖A m k‖ ^ 2 * (gibbs E β m + gibbs E β k) := by
  have h : trace (rho E β * (A * A)) = ((∑ m, ∑ k, ‖A m k‖ ^ 2 * gibbs E β m : ℝ) : ℂ) := by
    rw [trace_rho]
    simp only [Complex.ofReal_sum, Matrix.mul_apply, Finset.mul_sum]
    refine Finset.sum_congr rfl fun m _ => Finset.sum_congr rfl fun k _ => ?_
    rw [Complex.ofReal_mul]
    linear_combination (gibbs E β m : ℂ) * herm_sq hA m k
  rw [h, Complex.ofReal_re]
  exact symm_sum hA fun m _ => gibbs E β m

/-- At positive `β` and for Hermitian `A`, the thermal mean of `A²` is at least the
imaginary-time average of the autocorrelation, and exceeds it by at most `β/12` times the
thermal mean of the double commutator of `A` with the Hamiltonian. -/
theorem duhamel_bounds (E : ι → ℝ) {β : ℝ} (hβ : 0 < β) {A : Matrix ι ι ℂ}
    (hA : A.IsHermitian) :
    duhamel E β A / β ≤ (trace (rho E β * (A * A))).re ∧
    (trace (rho E β * (A * A))).re ≤ duhamel E β A / β +
      β / 12 * (trace (rho E β * comm A (comm (ham E) A))).re := by
  have hS := moment_pairs E β hA
  have hD := duhamel_pairs E β hA
  constructor
  · have h : 2 * duhamel E β A ≤ β * (2 * (trace (rho E β * (A * A))).re) := by
      rw [hD, hS]
      simp only [Finset.mul_sum]
      refine Finset.sum_le_sum fun m _ => Finset.sum_le_sum fun k _ => ?_
      linarith [mul_le_mul_of_nonneg_left (pair_bounds E hβ m k).1 (sq_nonneg ‖A m k‖)]
    rw [div_le_iff₀ hβ]
    linarith
  · -- the double commutator in the energy eigenbasis
    have hC : trace (rho E β * comm A (comm (ham E) A))
        = ((∑ m, ∑ k, ‖A m k‖ ^ 2 * (2 * gibbs E β m * (E k - E m)) : ℝ) : ℂ) := by
      rw [trace_rho, Complex.ofReal_sum]
      refine Finset.sum_congr rfl fun m _ => ?_
      rw [comm, Matrix.sub_apply, Matrix.mul_apply, Matrix.mul_apply,
        ← Finset.sum_sub_distrib, Finset.mul_sum, Complex.ofReal_sum]
      refine Finset.sum_congr rfl fun k _ => ?_
      rw [comm_apply, comm_apply]
      simp only [Complex.ofReal_mul, Complex.ofReal_sub, Complex.ofReal_ofNat]
      linear_combination 2 * (gibbs E β m : ℂ) * ((E k : ℂ) - E m) * herm_sq hA m k
    have hs := symm_sum hA fun m k => 2 * gibbs E β m * (E k - E m)
    rw [hC, Complex.ofReal_re]
    have h : β * (2 * (trace (rho E β * (A * A))).re) ≤ 2 * duhamel E β A + β ^ 2 / 12 *
        (2 * ∑ m, ∑ k, ‖A m k‖ ^ 2 * (2 * gibbs E β m * (E k - E m))) := by
      rw [hD, hS, hs]
      simp only [Finset.mul_sum, ← Finset.sum_add_distrib]
      refine Finset.sum_le_sum fun m _ => Finset.sum_le_sum fun k _ => ?_
      linarith [mul_le_mul_of_nonneg_left (pair_bounds E hβ m k).2.1 (sq_nonneg ‖A m k‖)]
    have hb : β * (duhamel E β A / β) = duhamel E β A := by field_simp
    refine le_of_mul_le_mul_left ?_ hβ
    rw [mul_add, hb]
    linarith

/-- At positive `β` and for Hermitian `A`, the imaginary-time average of the autocorrelation
equals the thermal mean of `A²` exactly when `A` commutes with the Hamiltonian. -/
theorem duhamel_eq_iff (E : ι → ℝ) {β : ℝ} (hβ : 0 < β) {A : Matrix ι ι ℂ}
    (hA : A.IsHermitian) :
    duhamel E β A / β = (trace (rho E β * (A * A))).re ↔ comm (ham E) A = 0 := by
  constructor
  · intro h
    ext m k
    rw [comm_apply, Matrix.zero_apply]
    by_contra hne
    obtain ⟨h1, h2⟩ := mul_ne_zero_iff.1 hne
    have hE : E m ≠ E k := fun e => h1 (by rw [e, sub_self])
    -- one transition between different energies makes the lower bound strict
    have hle : ∀ i j, ‖A i j‖ ^ 2 * pairWeight E β i j
        ≤ β * (‖A i j‖ ^ 2 * (gibbs E β i + gibbs E β j)) := fun i j => by
      linarith [mul_le_mul_of_nonneg_left (pair_bounds E hβ i j).1 (sq_nonneg ‖A i j‖)]
    have hlt : 2 * duhamel E β A < β * (2 * (trace (rho E β * (A * A))).re) := by
      rw [duhamel_pairs E β hA, moment_pairs E β hA]
      simp only [Finset.mul_sum]
      refine Finset.sum_lt_sum (fun i _ => Finset.sum_le_sum fun j _ => hle i j)
        ⟨m, Finset.mem_univ m, Finset.sum_lt_sum (fun j _ => hle m j) ⟨k, Finset.mem_univ k, ?_⟩⟩
      linarith [mul_lt_mul_of_pos_left ((pair_bounds E hβ m k).2.2 hE)
        (pow_pos (norm_pos_iff.2 h2) 2)]
    rw [div_eq_iff hβ.ne'] at h
    linarith
  · intro h
    have hb := duhamel_bounds E hβ hA
    have h0 : comm A 0 = 0 := by simp [comm]
    rw [h, h0, mul_zero, Matrix.trace_zero, Complex.zero_re, mul_zero, add_zero] at hb
    exact le_antisymm hb.1 hb.2

end

end DuhamelSumRule
```

```lean
#print axioms DuhamelSumRule.duhamel_bounds
-- 'DuhamelSumRule.duhamel_bounds' depends on axioms: [propext, Classical.choice, Quot.sound]
#print axioms DuhamelSumRule.duhamel_eq_iff
-- 'DuhamelSumRule.duhamel_eq_iff' depends on axioms: [propext, Classical.choice, Quot.sound]
```

## From scalar inequalities to traces

`pos_step` performs one differentiation: a function that vanishes at zero and has positive derivative is positive. `boltzmann_bounds` applies it twice for \(g\) and three times for \(f\).

`tauInt_mul` evaluates the exponential integral multiplied by \(d\), which avoids division. In `pair_bounds`, `ratio` is the Boltzmann relation, `hW` the formula for \(W_{mk}d\), and `key` the case \(d>0\); `lt_trichotomy` then separates the three signs of \(d\).

`symm_sum` symmetrises, and `duhamel_pairs` and `moment_pairs` apply it to \(D\) and the second moment. `duhamel_bounds` expands the double commutator in `hC` and sums the pair bounds with `Finset.sum_le_sum`. For equality, `duhamel_eq_iff` uses `Finset.sum_lt_sum`: a single strict term contradicts the assumed equality. Its converse inserts the zero commutator into `duhamel_bounds`.
